# At any temperature T > 0 and with its uncorrected level at the chemical potential, an isolated shell of M orbitals with pair repulsion U is half filled on average exactly when its double-counting potential is U(M − 1/2)

**A:** Take an isolated shell of M ≥ 1 orbitals at temperature T > 0, with its uncorrected one-electron level at the chemical potential, the same interaction energy U for every pair of electrons and a constant double-counting potential v that lowers the energy by v per electron. Its thermal mean occupation is M if and only if

v = U(M − 1/2).

The value contains no temperature, so a v that gives half filling at one T > 0 gives it at all of them. U and v may be any real numbers.

**Q:** What physical problem does that settle? Double counting is about what the band calculation already contains.

**A:** It is. When an explicit U is added to a density-functional Hamiltonian, part of that interaction is already in the one-electron levels, and v is subtracted to compensate. The choice of v moves the shell's level and so changes its filling. For DFT+DMFT this result gives the v that half-fills a correlated shell, in the limit where the shell is isolated, has a single U and has its uncorrected level at the chemical potential.

**Q:** Show me the derivation before any code. Why should temperature drop out?

**A:** Because of electron–hole symmetry. Take T in energy units and measure one-electron energies from the chemical potential. With K electrons in the 2M spin-orbitals, the energy and the Boltzmann weight are

E(K) = UK(K − 1)/2 − vK,

w(K) = binomial(2M, K) exp(−E(K)/T).

Let δ = v − U(M − 1/2). Replacing K by 2M − K leaves the binomial unchanged, and the energy changes by

E(2M − K) − E(K) = U(2M − 1)(M − K) − 2v(M − K) = −2δ(M − K).

Hence

w(2M − K) = w(K) exp(2δ(M − K)/T).

Now let D = Σ (K − M) w(K), summed over K = 0, …, 2M. Summing in the reverse order gives

D = Σ (M − K) w(2M − K) = Σ (M − K) w(K) exp(2δ(M − K)/T).

Adding the two forms of D gives

2D = Σ w(K) (M − K) [exp(2δ(M − K)/T) − 1].

If δ = 0, every bracket vanishes and D = 0. If δ ≠ 0, multiply by δ and write y = δ(M − K). Each term becomes w(K) y [exp(2y/T) − 1], which is zero for y = 0 and positive otherwise. The empty shell, K = 0, has y = δM ≠ 0, so δD > 0. With Z = Σ w(K), the mean occupation minus M is D/Z, so it has the sign of δ.

For M = 1 you can see this directly: the mean is 1 exactly when the empty and doubly occupied states have equal weight, which means v = U/2.

**Q:** Fine. Now the formal version. Where is the level energy, and where is the chemical potential?

In Lean 4 with Mathlib:

```lean
import Mathlib

open Finset

namespace DoubleCountingHalfFilling

noncomputable section

/-- Energy of an isolated shell with `K` electrons, pair repulsion `U` and double-counting potential
`v`, when the uncorrected one-electron level is at the chemical potential, taken as the zero of
energy. -/
def shellEnergy (U v : ℝ) (K : ℕ) : ℝ := U * K * (K - 1) / 2 - v * K
```

**A:** Both are absorbed in `v`. As written, `shellEnergy` puts the uncorrected level at the chemical potential. If the level is at ε and the chemical potential is μ, read `v` as the double-counting potential plus μ − ε. The temperature independence then concerns that combination. The energy depends only on K, with `U` multiplying the number of pairs, K(K − 1)/2, so there is no Hund's exchange and no crystal-field splitting.

**Q:** And the binomial weights? Those look put in by hand.

```lean
/-- Boltzmann weight of `K` electrons in `M` orbitals (`2M` spin-orbitals), at temperature
`T ≠ 0` in energy units. -/
def weight (M : ℕ) (U v T : ℝ) (K : ℕ) : ℝ :=
  ((2 * M).choose K : ℝ) * Real.exp (-shellEnergy U v K / T)

/-- Partition function of the shell, for `T ≠ 0`. -/
def partitionFunction (M : ℕ) (U v T : ℝ) : ℝ :=
  ∑ K ∈ range (2 * M + 1), weight M U v T K

/-- Thermal mean number of electrons in the shell, for `T ≠ 0`. -/
def meanOccupation (M : ℕ) (U v T : ℝ) : ℝ :=
  (∑ K ∈ range (2 * M + 1), (K : ℝ) * weight M U v T K) / partitionFunction M U v T

/-- The double-counting potential `U (M - 1/2)`. -/
def halfFillingPotential (M : ℕ) (U : ℝ) : ℝ := U * (M - 1 / 2)
```

**A:** They are part of the definition of `weight`, but they are also derived, in the theorem below. `T` is in energy units, so it stands for k_B T. `partitionFunction` is Z, `meanOccupation` is the normalised average of K, and `halfFillingPotential` names U(M − 1/2). The range `2 * M + 1` means K = 0, …, 2M.

```lean
variable {M : ℕ} {U v T : ℝ}

/-- The mean occupation is the Boltzmann average of the electron number over all sets of
occupied spin-orbitals. -/
theorem meanOccupation_eq_configuration_average (M : ℕ) (U v T : ℝ) :
    meanOccupation M U v T =
      (∑ s : Finset (Fin M × Bool), (s.card : ℝ) * Real.exp (-shellEnergy U v s.card / T)) /
        ∑ s : Finset (Fin M × Bool), Real.exp (-shellEnergy U v s.card / T) := by
  -- group the configurations by their number of electrons
  have h : ∀ f : ℕ → ℝ, ∑ s : Finset (Fin M × Bool), f s.card =
      ∑ K ∈ range (2 * M + 1), ((2 * M).choose K : ℝ) * f K := by
    intro f
    have hc : (univ : Finset (Fin M × Bool)).card = 2 * M := by simp [mul_comm]
    have hs : ∑ s ∈ (univ : Finset (Fin M × Bool)).powerset, f s.card =
        ∑ K ∈ range ((univ : Finset (Fin M × Bool)).card + 1),
          (univ : Finset (Fin M × Bool)).card.choose K • f K :=
      Finset.sum_powerset_apply_card f
    rw [hc, Finset.powerset_univ] at hs
    simp only [nsmul_eq_mul] at hs
    exact hs
  unfold meanOccupation partitionFunction
  congr 1
  · refine Eq.trans ?_ (h (fun K => (K : ℝ) * Real.exp (-shellEnergy U v K / T))).symm
    refine Finset.sum_congr rfl fun K _ => ?_
    simp only [weight]
    ring
  · exact (h (fun K => Real.exp (-shellEnergy U v K / T))).symm
```

A spin-orbital is an element of `Fin M × Bool`, an orbital with one of two spins, and a configuration is a finite set `s` of occupied ones. The theorem says that `meanOccupation` equals the Boltzmann average of the electron number `s.card` over all such sets. The proof groups the sets by size with `Finset.sum_powerset_apply_card`; there are binomial(2M, K) sets of size K. It does this once for the numerator and once for the denominator.

**Q:** So the counting is that of fermions with an energy depending only on K. Where does the electron–hole exchange enter?

```lean
/-- For `K ≤ 2M`, replacing `K` electrons by `2M - K` multiplies the Boltzmann weight by the
exponential of `2 (M - K) / T` times the offset of `v` from `U (M - 1/2)`. -/
theorem weight_particle_hole {K : ℕ} (hK : K ≤ 2 * M) :
    weight M U v T (2 * M - K) = weight M U v T K *
      Real.exp (2 * (v - halfFillingPotential M U) / T * ((M : ℝ) - K)) := by
  have h : -shellEnergy U v (2 * M - K) / T = -shellEnergy U v K / T +
      2 * (v - halfFillingPotential M U) / T * ((M : ℝ) - K) := by
    simp only [shellEnergy, halfFillingPotential]
    rw [Nat.cast_sub hK]
    push_cast
    ring
  unfold weight
  rw [Nat.choose_symm hK, h, Real.exp_add]
  ring
```

**A:** Here. `weight_particle_hole` is the relation between w(2M − K) and w(K). The hypothesis `K ≤ 2 * M` makes the natural-number subtraction an ordinary one. `Nat.choose_symm` handles the binomial, and `ring` checks the energy difference.

```lean
/-- Twice the weighted deviation from half filling, written as a sum in which each electron
number is paired with its particle-hole partner. -/
theorem two_mul_deviation (M : ℕ) (U v T : ℝ) :
    2 * ∑ K ∈ range (2 * M + 1), ((K : ℝ) - M) * weight M U v T K =
      ∑ K ∈ range (2 * M + 1), weight M U v T K * (((M : ℝ) - K) *
        (Real.exp (2 * (v - halfFillingPotential M U) / T * ((M : ℝ) - K)) - 1)) := by
  -- reflect the sum, K → 2M - K
  have hr : ∑ K ∈ range (2 * M + 1), ((K : ℝ) - M) * weight M U v T K =
      ∑ K ∈ range (2 * M + 1), ((M : ℝ) - K) * (weight M U v T K *
        Real.exp (2 * (v - halfFillingPotential M U) / T * ((M : ℝ) - K))) := by
    rw [← Finset.sum_range_reflect
      (fun K : ℕ => ((K : ℝ) - M) * weight M U v T K) (2 * M + 1)]
    refine Finset.sum_congr rfl fun K hK => ?_
    have hK' : K ≤ 2 * M := by
      have := Finset.mem_range.mp hK
      omega
    have e : 2 * M + 1 - 1 - K = 2 * M - K := by omega
    show (((2 * M + 1 - 1 - K : ℕ) : ℝ) - M) * weight M U v T (2 * M + 1 - 1 - K) = _
    rw [e, weight_particle_hole hK', Nat.cast_sub hK']
    push_cast
    ring
  rw [two_mul]
  nth_rewrite 1 [hr]
  rw [← Finset.sum_add_distrib]
  refine Finset.sum_congr rfl fun K _ => ?_
  ring
```

`two_mul_deviation` is the formula for 2D. `Finset.sum_range_reflect` reverses the sum, the previous theorem rewrites each reflected weight, and the result is added to the original sum.

**Q:** The sign argument needs strict inequalities. Where do they come from?

```lean
/-- Every electron number from `0` to `2M` has positive Boltzmann weight. -/
lemma weight_pos {K : ℕ} (hK : K ≤ 2 * M) : 0 < weight M U v T K :=
  mul_pos (by exact_mod_cast Nat.choose_pos hK) (Real.exp_pos _)

/-- For `c > 0` and `y ≠ 0`, the number `exp (c y) - 1` has the same sign as `y`. -/
lemma mul_exp_sub_one_pos {c y : ℝ} (hc : 0 < c) (hy : y ≠ 0) :
    0 < y * (Real.exp (c * y) - 1) := by
  rcases lt_or_gt_of_ne hy with h | h
  · have := Real.exp_lt_one_iff.mpr (mul_neg_of_pos_of_neg hc h)
    exact mul_pos_of_neg_of_neg h (by linarith)
  · have := Real.add_one_le_exp (c * y)
    have := mul_pos hc h
    exact mul_pos h (by linarith)
```

**A:** From these two lemmas. All weights are positive, and y(exp(cy) − 1) > 0 for c > 0 and y ≠ 0. For negative y both factors are negative; for positive y the bound exp(cy) ≥ 1 + cy makes both positive.

```lean
/-- The partition function is positive, and the mean occupation minus `M` is the weighted
deviation divided by it. -/
theorem meanOccupation_sub (M : ℕ) (U v T : ℝ) :
    0 < partitionFunction M U v T ∧ meanOccupation M U v T - M =
      (∑ K ∈ range (2 * M + 1), ((K : ℝ) - M) * weight M U v T K) /
        partitionFunction M U v T := by
  have hZ : 0 < partitionFunction M U v T :=
    Finset.sum_pos (fun K hK => weight_pos (by have := Finset.mem_range.mp hK; omega))
      ⟨0, by simp⟩
  refine ⟨hZ, ?_⟩
  unfold meanOccupation
  rw [eq_div_iff hZ.ne', sub_mul, div_mul_cancel₀ _ hZ.ne']
  unfold partitionFunction
  rw [Finset.mul_sum, ← Finset.sum_sub_distrib]
  refine Finset.sum_congr rfl fun K _ => ?_
  ring
```

`meanOccupation_sub` shows that Z > 0 and that the mean occupation minus M is D/Z. The sign of D is therefore the sign of the physical deviation.

```lean
/-- For `M ≥ 1` and `T > 0`, with the uncorrected level at the chemical potential, a double-counting
potential different from `U (M - 1/2)` shifts the mean occupation away from `M`, in the direction of
the potential offset. -/
theorem deviation_same_sign (hM : 1 ≤ M) (hT : 0 < T) (hv : v ≠ halfFillingPotential M U) :
    0 < (v - halfFillingPotential M U) * (meanOccupation M U v T - M) := by
  obtain ⟨hZ, hmean⟩ := meanOccupation_sub M U v T
  have h2 := two_mul_deviation M U v T
  have hd : v - halfFillingPotential M U ≠ 0 := sub_ne_zero.mpr hv
  set d := v - halfFillingPotential M U with hd_def
  -- every electron number other than M contributes with the sign of the offset
  have hterm : ∀ K : ℕ, K ≤ 2 * M → (M : ℝ) - K ≠ 0 →
      0 < d * (weight M U v T K *
        (((M : ℝ) - K) * (Real.exp (2 * d / T * ((M : ℝ) - K)) - 1))) := by
    intro K hK hx
    have e : 2 * d / T * ((M : ℝ) - K) = 2 / T * (d * ((M : ℝ) - K)) := by ring
    rw [e]
    calc 0 < weight M U v T K * (d * ((M : ℝ) - K) *
          (Real.exp (2 / T * (d * ((M : ℝ) - K))) - 1)) :=
          mul_pos (weight_pos hK) (mul_exp_sub_one_pos (by positivity) (mul_ne_zero hd hx))
      _ = _ := by ring
  have hpos : 0 < d * ∑ K ∈ range (2 * M + 1), weight M U v T K *
      (((M : ℝ) - K) * (Real.exp (2 * d / T * ((M : ℝ) - K)) - 1)) := by
    rw [Finset.mul_sum]
    refine Finset.sum_pos' (fun K hK => ?_) ⟨0, by simp, hterm 0 (by omega) ?_⟩
    · by_cases hx : (M : ℝ) - K = 0
      · rw [hx]
        simp
      · exact (hterm K (by have := Finset.mem_range.mp hK; omega) hx).le
    · have : (1 : ℝ) ≤ M := by exact_mod_cast hM
      simp only [Nat.cast_zero, sub_zero]
      linarith
  rw [← h2] at hpos
  rw [hmean, ← mul_div_assoc]
  exact div_pos (by linarith) hZ
```

`deviation_same_sign` combines them. Its `d` is the offset δ. The inner statement `hterm` says that every K ≠ M contributes positively to 2δD, using the sign lemma with c = 2/T. `Finset.sum_pos'` then needs all terms nonnegative and one strictly positive, and K = 0 supplies the latter. This is where M ≥ 1 is used: with M = 0 there is nothing to fill, and the mean is 0 for every v.

**Q:** Then read me the main theorem in words.

```lean
/-- For `M ≥ 1` orbitals at `T > 0`, with the uncorrected level at the chemical potential, the
isolated shell is half filled on average if and only if the double-counting potential is
`U (M - 1/2)`. -/
theorem half_filling_iff (hM : 1 ≤ M) (hT : 0 < T) :
    meanOccupation M U v T = M ↔ v = halfFillingPotential M U := by
  constructor
  · intro h
    by_contra hv
    have hs := deviation_same_sign hM hT hv
    rw [h, sub_self, mul_zero] at hs
    exact lt_irrefl _ hs
  · intro h
    have h2 := two_mul_deviation M U v T
    -- at zero offset the particle-hole partners cancel
    have h0 : v - halfFillingPotential M U = 0 := sub_eq_zero.mpr h
    simp only [h0, mul_zero, zero_div, zero_mul, Real.exp_zero, sub_self,
      Finset.sum_const_zero] at h2
    have hD : ∑ K ∈ range (2 * M + 1), ((K : ℝ) - M) * weight M U v T K = 0 := by linarith
    have hmean := (meanOccupation_sub M U v T).2
    rw [hD, zero_div] at hmean
    linarith
```

**A:** For at least one orbital and positive temperature, the mean occupation equals M if and only if `v` equals `halfFillingPotential M U`. From left to right, a different `v` would make the product in `deviation_same_sign` positive, whereas half filling makes it zero. From right to left, zero offset makes every term of the formula for 2D vanish.

**Q:** Does that mean the shell actually holds M electrons?

**A:** No, only that the average is M. At this potential the energy is

E(K) = U[(K − M)² − M²]/2,

so for U > 0 the energy is lowest at K = M, while for U < 0 the empty and full shells are lowest and have equal weights. The mean is M in both cases.

**Q:** If my v is off, do I at least know which way the filling errs?

```lean
/-- For `M ≥ 1` and `T > 0`, with the uncorrected level at the chemical potential, the isolated
shell is more than half filled on average if and only if the double-counting potential exceeds
`U (M - 1/2)`. -/
theorem more_than_half_filled_iff (hM : 1 ≤ M) (hT : 0 < T) :
    (M : ℝ) < meanOccupation M U v T ↔ halfFillingPotential M U < v := by
  rcases eq_or_ne v (halfFillingPotential M U) with h | h
  · have hm := (half_filling_iff hM hT).mpr h
    rw [hm]
    exact ⟨fun h' => absurd h' (lt_irrefl _), fun h' => absurd h.symm h'.ne⟩
  · have hs := deviation_same_sign hM hT h
    constructor
    · intro hm
      by_contra hn
      nlinarith [mul_nonneg (sub_nonneg.mpr (not_lt.mp hn)) (sub_nonneg.mpr hm.le)]
    · intro hm
      by_contra hn
      nlinarith [mul_nonneg (sub_nonneg.mpr hm.le) (sub_nonneg.mpr (not_lt.mp hn))]
```

**A:** Yes. The mean exceeds M if and only if `v` exceeds U(M − 1/2). The proof treats equality separately, and otherwise reads the direction off the positive product of offset and deviation. The theorem gives the direction of the error, not its size. Adding an electron to K others costs UK − v, so for U > 0 the lowest energy is at K = M for every v between U(M − 1) and UM. When T is much smaller than U, a v well inside that window leaves the mean very close to M.

```lean
/-- For `M ≥ 1`, a double-counting potential that gives half filling at one positive temperature
gives half filling at every positive temperature. -/
theorem half_filling_all_temperatures (hM : 1 ≤ M) (hT : 0 < T)
    (h : meanOccupation M U v T = M) {T' : ℝ} (hT' : 0 < T') :
    meanOccupation M U v T' = M :=
  (half_filling_iff hM hT').mpr ((half_filling_iff hM hT).mp h)

end

end DoubleCountingHalfFilling
```

The last theorem is the temperature statement, for an uncorrected level that is at the chemical potential at both temperatures. Half filling at one `T` fixes `v` through the equivalence, and the same equivalence at `T'` returns half filling there.

**Q:** My remaining doubt is the solid. A real d shell is not isolated.

**A:** That is the step these hypotheses leave open. A shell in a solid hybridises with its surroundings, and its electron number then fluctuates through hopping as well as thermally. Unless the surroundings share the electron–hole symmetry, I would expect the half-filling potential to move away from U(M − 1/2) and to depend on temperature. For the isolated shell with a single U and its uncorrected level at the chemical potential, the value is fixed.

```lean
#print axioms DoubleCountingHalfFilling.meanOccupation_eq_configuration_average
#print axioms DoubleCountingHalfFilling.more_than_half_filled_iff
#print axioms DoubleCountingHalfFilling.half_filling_all_temperatures
```

```
'DoubleCountingHalfFilling.meanOccupation_eq_configuration_average' depends on axioms: [propext, Classical.choice, Quot.sound]
'DoubleCountingHalfFilling.more_than_half_filled_iff' depends on axioms: [propext, Classical.choice, Quot.sound]
'DoubleCountingHalfFilling.half_filling_all_temperatures' depends on axioms: [propext, Classical.choice, Quot.sound]
```
